# Two Gaussian energy histograms have a straight-line log ratio exactly when their widths agree

Simulate the same system at two temperatures and record how often each energy occurs. In suitable energy units, let both distributions be Gaussian with standard deviation 1, the first centred at 0 and the second at 1. The logarithm of their ratio at energy $E$, second over first, is

$$-\frac{(E-1)^2}{2}+\frac{E^2}{2}=E-\frac12 .$$

The squares cancel and leave a straight line of slope 1. Now suppose that the thermostat keeps both means but halves both standard deviations. The same calculation gives $4E-2$: still a perfect line, but four times too steep. If instead only one of the two widths changes, the squares no longer cancel and the line becomes a parabola.

The slope matters because of the Boltzmann factor. In the canonical ensemble at inverse temperature $\beta_i$, the probability density of the energy is $p_i(E)=\Omega(E)\,e^{-\beta_iE}/Z_i$, with density of states $\Omega$ and partition function $Z_i$. The density of states drops out of the ratio:

$$\log\frac{p_2(E)}{p_1(E)}=(\beta_1-\beta_2)E+\log\frac{Z_1}{Z_2}.$$

The slope can therefore be compared with $\beta_1-\beta_2$, computed from the two temperatures set at the thermostat. For energy distributions that are Gaussian, the results below say what such a check of a molecular dynamics run sees when the fluctuations are wrong.

In Lean 4 with Mathlib:

```lean
import Mathlib

namespace EnsembleHistogramCheck

noncomputable section
```

## Gaussian densities and their log ratio

Let $m$ be the mean energy and $s>0$ the standard deviation. The density is

$$p(E)=\frac{1}{s\sqrt{2\pi}}\,\exp\!\left(-\frac{(E-m)^2}{2s^2}\right).$$

```lean
/-- Gaussian energy histogram with mean energy `m` and standard deviation `s`,
for `s > 0`. -/
def histogram (m s E : ℝ) : ℝ :=
  Real.exp (-(E - m) ^ 2 / (2 * s ^ 2)) / (s * Real.sqrt (2 * Real.pi))
```

The name `histogram` stands for this smooth density, not for binned counts. All quantities are real numbers, so energies are taken in a fixed unit and slopes in its inverse. The definition accepts any real `s`; each theorem adds the requirement that widths be positive.

With subscripts 1 and 2 for the two simulations, the quantity to be plotted against energy is $L(E)=\log\big(p_2(E)/p_1(E)\big)$.

```lean
/-- Logarithm of the ratio of two Gaussian energy histograms, second over first,
at energy `E`, for positive standard deviations `s₁` and `s₂`. -/
def logRatio (m₁ s₁ m₂ s₂ E : ℝ) : ℝ :=
  Real.log (histogram m₂ s₂ E / histogram m₁ s₁ E)
```

The order of the arguments in `logRatio m₁ s₁ m₂ s₂ E` is first simulation, then second, while the ratio has the second on top. This fixes the sign: a hotter second simulation, with $\beta_2<\beta_1$, should give a positive slope.

Taking the logarithm requires positive densities. The exponential is positive, and so is $s\sqrt{2\pi}$ when $s>0$.

```lean
/-- A Gaussian histogram of positive width is positive at every energy. -/
theorem histogram_pos {s : ℝ} (hs : 0 < s) (m E : ℝ) : 0 < histogram m s E := by
  unfold histogram
  have := Real.pi_pos
  positivity
```

## A difference of two parabolas

The logarithm of one Gaussian is

$$\log p(E)=-\frac{(E-m)^2}{2s^2}-\log s-\log\sqrt{2\pi}.$$

Subtracting the first from the second removes $\log\sqrt{2\pi}$ and gives

$$L(E)=\log\frac{s_1}{s_2}+\frac{(E-m_1)^2}{2s_1^2}-\frac{(E-m_2)^2}{2s_2^2}.$$

```lean
/-- For positive widths, the log ratio of two Gaussian histograms is a difference of two
parabolas in the energy plus the logarithm of the ratio of the widths. -/
theorem logRatio_eq {s₁ s₂ : ℝ} (h₁ : 0 < s₁) (h₂ : 0 < s₂) (m₁ m₂ E : ℝ) :
    logRatio m₁ s₁ m₂ s₂ E =
      Real.log (s₁ / s₂) + (E - m₁) ^ 2 / (2 * s₁ ^ 2) - (E - m₂) ^ 2 / (2 * s₂ ^ 2) := by
  have hr : Real.sqrt (2 * Real.pi) ≠ 0 := by
    have := Real.pi_pos
    positivity
  -- the logarithm of a single Gaussian
  have key : ∀ m s : ℝ, 0 < s → Real.log (histogram m s E) =
      -(E - m) ^ 2 / (2 * s ^ 2) - (Real.log s + Real.log (Real.sqrt (2 * Real.pi))) := by
    intro m s hs
    unfold histogram
    rw [Real.log_div (Real.exp_ne_zero _) (mul_ne_zero hs.ne' hr), Real.log_exp,
      Real.log_mul hs.ne' hr]
  unfold logRatio
  rw [Real.log_div (histogram_pos h₂ m₂ E).ne' (histogram_pos h₁ m₁ E).ne',
    key m₂ s₂ h₂, key m₁ s₁ h₁, Real.log_div h₁.ne' h₂.ne']
  ring
```

In the proof, `key` is the logarithm of a single Gaussian. It is applied to both densities after the logarithm of the quotient has been split, and `ring` collects the terms. The widths appear as $s_1/s_2$, first over second, because each stands in the denominator of its own density.

## Three energies on a line force equal widths

Expanding the squares gives $L(E)=qE^2+rE+t$, where

$$q=\frac{1}{2s_1^2}-\frac{1}{2s_2^2},\qquad r=\frac{m_2}{s_2^2}-\frac{m_1}{s_1^2},$$

and $t$ does not depend on $E$. Suppose that $L$ agrees with a line $aE+b$ at three distinct energies $x,y,z$. Form the combination

$$(y-z)L(x)+(z-x)L(y)+(x-y)L(z).$$

Constants and linear terms contribute nothing to it, so it vanishes for the values on the line. The quadratic term contributes

$$q\,\big[(y-z)x^2+(z-x)y^2+(x-y)z^2\big]=q\,(x-y)(y-z)(x-z).$$

The three differences are nonzero, so $q=0$. Hence $s_1^2=s_2^2$, and since both widths are positive, $s_1=s_2$.

```lean
/-- If the log ratio of two Gaussian histograms of positive width lies on one straight line
at three distinct energies, the two widths are equal. -/
theorem widths_eq_of_three_points {m₁ s₁ m₂ s₂ a b x y z : ℝ} (h₁ : 0 < s₁) (h₂ : 0 < s₂)
    (hxy : x ≠ y) (hyz : y ≠ z) (hxz : x ≠ z)
    (hx : logRatio m₁ s₁ m₂ s₂ x = a * x + b)
    (hy : logRatio m₁ s₁ m₂ s₂ y = a * y + b)
    (hz : logRatio m₁ s₁ m₂ s₂ z = a * z + b) : s₁ = s₂ := by
  rw [logRatio_eq h₁ h₂] at hx hy hz
  -- the second divided difference isolates the coefficient of the square of the energy
  have hq : (1 / (2 * s₁ ^ 2) - 1 / (2 * s₂ ^ 2)) * ((x - y) * (y - z) * (x - z)) = 0 := by
    linear_combination (y - z) * hx + (z - x) * hy + (x - y) * hz
  have hne : (x - y) * (y - z) * (x - z) ≠ 0 :=
    mul_ne_zero (mul_ne_zero (sub_ne_zero.mpr hxy) (sub_ne_zero.mpr hyz))
      (sub_ne_zero.mpr hxz)
  have hc := sub_eq_zero.mp ((mul_eq_zero.mp hq).resolve_right hne)
  rw [div_eq_div_iff (by positivity) (by positivity)] at hc
  have hsq : s₁ ^ 2 = s₂ ^ 2 := by linarith
  exact (pow_left_inj₀ h₁.le h₂.le two_ne_zero).mp hsq
```

The hypotheses `hx`, `hy` and `hz` place the three points on the line. The `linear_combination` step uses exactly the weights above, and `hne` records that the product of differences is nonzero. The remaining lines clear denominators and take the positive square root.

The line is assumed at three energies only, which fits distributions that overlap in a limited window. Two energies would not be enough. Take $m_1=m_2=0$, $s_1=1$ and $s_2=2$, so that

$$L(E)=\tfrac38E^2-\log2 .$$

At $E=-1$ and $E=1$ the values coincide, and both points lie on a horizontal line although the widths differ. The value at $E=0$ exposes the curvature.

## The slope for a common width

Set $s_1=s_2=s$. Then $\log(s_1/s_2)=0$, and

$$(E-m_1)^2-(E-m_2)^2=2(m_2-m_1)E+m_1^2-m_2^2 .$$

Division by $2s^2$ gives the whole line:

$$L(E)=\frac{m_2-m_1}{s^2}\,E+\frac{m_1^2-m_2^2}{2s^2}.$$

```lean
/-- For a common positive width `s`, the log ratio is a straight line in the energy with
slope `(m₂ - m₁) / s ^ 2`. -/
theorem logRatio_equal_widths {s : ℝ} (hs : 0 < s) (m₁ m₂ E : ℝ) :
    logRatio m₁ s m₂ s E =
      (m₂ - m₁) / s ^ 2 * E + (m₁ ^ 2 - m₂ ^ 2) / (2 * s ^ 2) := by
  rw [logRatio_eq hs hs, div_self hs.ne', Real.log_one]
  ring
```

The proof inserts the common width into the two-parabola formula, removes the logarithm of one, and leaves the expansion to `ring`.

Both directions of the main equivalence are now available. If $L(E)=aE+b$ for all $E$, then this holds in particular at $E=0,1,2$, so the widths agree. The explicit line then applies, and subtracting its value at $E=0$ from its value at $E=1$ gives $a=(m_2-m_1)/s_1^2$. Conversely, equal widths and this value of $a$ reproduce the explicit line.

```lean
/-- The log ratio of two Gaussian histograms of positive width is an affine function of energy
with slope `a` exactly when the widths are equal and `a = (m₂ - m₁) / s₁ ^ 2`. -/
theorem affine_iff {s₁ s₂ : ℝ} (h₁ : 0 < s₁) (h₂ : 0 < s₂) (m₁ m₂ a : ℝ) :
    (∃ b, ∀ E, logRatio m₁ s₁ m₂ s₂ E = a * E + b) ↔
      s₁ = s₂ ∧ a = (m₂ - m₁) / s₁ ^ 2 := by
  constructor
  · rintro ⟨b, h⟩
    have hs : s₁ = s₂ := widths_eq_of_three_points h₁ h₂ (x := 0) (y := 1) (z := 2)
      (by norm_num) (by norm_num) (by norm_num) (h 0) (h 1) (h 2)
    subst hs
    refine ⟨rfl, ?_⟩
    -- two energies determine the slope
    have e0 := h 0
    have e1 := h 1
    rw [logRatio_equal_widths h₁] at e0 e1
    linear_combination e0 - e1
  · rintro ⟨rfl, rfl⟩
    exact ⟨_, fun E => logRatio_equal_widths h₁ m₁ m₂ E⟩
```

In words: for positive widths, there is an intercept `b` such that the log ratio equals `a * E + b` at every real energy if and only if the widths are equal and `a` has the stated value. The slope `a` is given in advance, while the intercept may be whatever is needed. A zero slope is allowed and occurs for equal means. In the proof, `e0` and `e1` are the equations at energies 0 and 1, and their difference fixes the slope.

## Reweighting from one temperature to the other

Changing the inverse temperature from $\beta_1$ to $\beta_2$ multiplies a canonical density by $e^{(\beta_1-\beta_2)E}$ and renormalises it:

$$p_2(E)=C\,e^{(\beta_1-\beta_2)E}\,p_1(E).$$

Here $C$ is a constant, equal to $Z_1/Z_2$ in the canonical ensemble; it is not a heat capacity. Since both densities and the exponential are positive, $C$ is positive too, and taking logarithms gives

$$L(E)=(\beta_1-\beta_2)E+\log C .$$

This is a line of slope $\beta_1-\beta_2$, to which the equivalence applies. In the other direction, exponentiating a line with intercept $b$ gives the reweighting relation with $C=e^b$.

```lean
/-- Two Gaussian histograms of positive width are related by Boltzmann reweighting from inverse
temperature `β₁` to `β₂` exactly when their widths are equal and
`β₁ - β₂ = (m₂ - m₁) / s₁ ^ 2`. -/
theorem boltzmann_reweighting_iff {s₁ s₂ : ℝ} (h₁ : 0 < s₁) (h₂ : 0 < s₂)
    (m₁ m₂ β₁ β₂ : ℝ) :
    (∃ C, ∀ E, histogram m₂ s₂ E = C * Real.exp ((β₁ - β₂) * E) * histogram m₁ s₁ E) ↔
      s₁ = s₂ ∧ β₁ - β₂ = (m₂ - m₁) / s₁ ^ 2 := by
  rw [← affine_iff h₁ h₂]
  constructor
  · rintro ⟨C, h⟩
    have hC : C ≠ 0 := by
      rintro rfl
      exact (histogram_pos h₂ m₂ 0).ne' (by simpa using h 0)
    refine ⟨Real.log C, fun E => ?_⟩
    unfold logRatio
    rw [h E, mul_div_assoc, div_self (histogram_pos h₁ m₁ E).ne', mul_one,
      Real.log_mul hC (Real.exp_ne_zero _), Real.log_exp]
    ring
  · rintro ⟨b, hb⟩
    refine ⟨Real.exp b, fun E => ?_⟩
    -- exponentiate the straight line
    have h := hb E
    unfold logRatio at h
    have hq : histogram m₂ s₂ E / histogram m₁ s₁ E = Real.exp ((β₁ - β₂) * E + b) := by
      rw [← h, Real.exp_log (div_pos (histogram_pos h₂ m₂ E) (histogram_pos h₁ m₁ E))]
    rw [div_eq_iff (histogram_pos h₁ m₁ E).ne'] at hq
    rw [hq, Real.exp_add]
    ring
```

The left side of the theorem asks for one constant `C` that serves all energies. The right side asks for equal widths and $\beta_1-\beta_2=(m_2-m_1)/s_1^2$. The first rewriting replaces the right side by the existence of a straight line, so only the passage between logarithm and exponential remains. The inverse temperatures enter through their difference alone, and no sign is imposed on either of them.

The equality of widths belongs to the Gaussian model. In a real system the canonical energy variance is $k_BT^2C_V$, with Boltzmann constant $k_B$, temperature $T$ and constant-volume heat capacity $C_V$, and it generally changes with temperature. Correct canonical distributions can then have different widths and still a perfectly straight log ratio, because they are not both exactly Gaussian. A small difference in measured widths is therefore no proof of a faulty thermostat.

## Suppressed fluctuations look like a larger temperature step

Suppose that the means are right but both standard deviations come out as $cs$ instead of $s$, with $c>0$. The log ratio is still a line, and its slope changes from $a$ to

$$a'=\frac{m_2-m_1}{(cs)^2}=\frac{1}{c^2}\,\frac{m_2-m_1}{s^2}=\frac{a}{c^2}.$$

```lean
/-- If both histograms keep their means but their common width `s > 0` is scaled by `c > 0`,
the slope of the log ratio changes from `a` to `a / c ^ 2`. -/
theorem slope_of_scaled_widths {m₁ m₂ s c a b a' b' : ℝ} (hs : 0 < s) (hc : 0 < c)
    (h : ∀ E, logRatio m₁ s m₂ s E = a * E + b)
    (h' : ∀ E, logRatio m₁ (c * s) m₂ (c * s) E = a' * E + b') : a' = a / c ^ 2 := by
  have hcs : 0 < c * s := mul_pos hc hs
  have ha := ((affine_iff hs hs m₁ m₂ a).mp ⟨b, h⟩).2
  have ha' := ((affine_iff hcs hcs m₁ m₂ a').mp ⟨b', h'⟩).2
  rw [ha, ha']
  ring
```

The hypotheses `h` and `h'` say that `a` and `a'` are the slopes before and after scaling. Such lines always exist here, since the two widths in each pair are equal. The main equivalence is used once for each pair, and `ring` compares the results.

If $0<c<1$, then $0<c^2<1$. If also $m_1\neq m_2$, then $a\neq0$, and

$$|a'|=\frac{|a|}{c^2}>|a| .$$

```lean
/-- For distinct mean energies, narrowing the common width `s > 0` of both histograms by a
factor `0 < c < 1` at fixed means strictly increases the magnitude of the slope. -/
theorem narrowed_slope_too_large {m₁ m₂ s c a b a' b' : ℝ} (hs : 0 < s) (hc : 0 < c)
    (hc1 : c < 1) (hm : m₁ ≠ m₂)
    (h : ∀ E, logRatio m₁ s m₂ s E = a * E + b)
    (h' : ∀ E, logRatio m₁ (c * s) m₂ (c * s) E = a' * E + b') : |a| < |a'| := by
  have ha := ((affine_iff hs hs m₁ m₂ a).mp ⟨b, h⟩).2
  have ha0 : a ≠ 0 := by
    rw [ha]
    exact div_ne_zero (sub_ne_zero.mpr hm.symm) (pow_ne_zero 2 hs.ne')
  have hc2 : 0 < c ^ 2 := pow_pos hc 2
  have hlt : c ^ 2 < 1 := by nlinarith
  rw [slope_of_scaled_widths hs hc h h', abs_div, abs_of_pos hc2, lt_div_iff₀ hc2]
  exact mul_lt_of_lt_one_right (abs_pos.mpr ha0) hlt

end

end EnsembleHistogramCheck
```

The proof first shows that the original slope is nonzero, then that $c^2<1$, and finally multiplies the inequality through by $c^2$. Distinct means are needed for the strict inequality: with $m_1=m_2$ both slopes are zero, however narrow the distributions.

For $c=0.9$ the factor $1/c^2$ is about 1.23, so fluctuations that are 10% too small make the apparent inverse-temperature difference about 23% too large. The straightness of the plot gives no warning, because it survives the scaling. For distinct means, comparing the slope with the intended $\beta_1-\beta_2$ does reveal the error.

What separates these statements from a simulation is the replacement of sampled energies by exact Gaussian densities. A finite trajectory yields noisy, correlated counts, and deciding whether an observed curvature or slope error is significant requires a separate estimate of the statistical uncertainty.

```lean
#print axioms EnsembleHistogramCheck.logRatio_equal_widths
#print axioms EnsembleHistogramCheck.boltzmann_reweighting_iff
#print axioms EnsembleHistogramCheck.narrowed_slope_too_large
```

```
'EnsembleHistogramCheck.logRatio_equal_widths' depends on axioms: [propext, Classical.choice, Quot.sound]
'EnsembleHistogramCheck.boltzmann_reweighting_iff' depends on axioms: [propext, Classical.choice, Quot.sound]
'EnsembleHistogramCheck.narrowed_slope_too_large' depends on axioms: [propext, Classical.choice, Quot.sound]
```
